# The FLL–AMF Gap and the Stoner Parameter

In DFT+U, the correction added to the DFT energy is the interaction energy of a shell minus a double-counting term. Take one orbital per spin, with occupations \(n_0\) (up) and \(n_1\) (down), and an effective interaction \(W=U-J>0\), where \(U\) is the Hubbard repulsion and \(J\) the Hund exchange. Each occupation is its own spin mean, so the around-mean-field (AMF) correction vanishes. The fully localised (FLL) correction is

\[
\frac W2\sum_s n_s(1-n_s)=\frac W2\left(q-\frac{q^2+M^2}{2}\right),\qquad q=n_0+n_1,\quad M=n_0-n_1 .
\]

At \(q=1\) it costs \(W/4\) without a moment and nothing at full polarisation. In this one-orbital case the FLL correction therefore favours the moment, and the AMF correction is indifferent.

## Derivation

With \(N\ge1\) orbitals per spin, let \(n_{sm}\in[0,1]\) be the occupation of orbital \(m\) with spin \(s\). Write \(q_s=\sum_m n_{sm}\), \(\bar n_s=q_s/N\), \(q=q_0+q_1\) and \(M=q_0-q_1\). The corrections are

\[
E_{\rm FLL}=\frac W2\sum_{s,m}n_{sm}(1-n_{sm}),\qquad
E_{\rm AMF}=-\frac W2\sum_{s,m}(n_{sm}-\bar n_s)^2 .
\]

Every term of the first sum is nonnegative, as is every square in the second, so \(E_{\rm AMF}\le0\le E_{\rm FLL}\). Expanding the square in one channel gives

\[
\sum_m(n_{sm}-\bar n_s)^2=\sum_m n_{sm}^2-2\bar n_sq_s+N\bar n_s^2=\sum_m n_{sm}^2-\frac{q_s^2}{N}.
\]

In the difference of the corrections the sums of squares cancel. Since \(q_0^2+q_1^2=(q^2+M^2)/2\),

\[
E_{\rm FLL}-E_{\rm AMF}=\frac W2\left(q-\frac{q_0^2+q_1^2}{N}\right)=\frac W2\left(q-\frac{q^2+M^2}{2N}\right).
\]

The moment enters as \(-(W/N)M^2/4\). With the Stoner energy written as \(-IM^2/4\), FLL adds \(W/N\) to \(I\) relative to AMF. In DFT+U for a collinear shell with diagonal occupations and a single \(W\), this is how the choice of correction shifts the energetic preference for a moment at fixed shell charge.

Completing the square also bounds the gap:

\[
E_{\rm FLL}-E_{\rm AMF}=\frac{WN}{4}-\frac{W}{4N}\left[(q-N)^2+M^2\right]\le\frac{WN}{4}.
\]

**Numerical instance.** Let \(N=2\), with up occupations \((1,\tfrac12)\) and down occupations \((\tfrac12,0)\). Then \(q=2\), \(M=1\), \(E_{\rm FLL}=W/4\) and \(E_{\rm AMF}=-W/8\). The gap is \(3W/8\), which equals \(\frac W2(2-\frac54)\).

## Formal development

```lean
import Mathlib

open Finset

namespace CollinearDoubleCounting

noncomputable section
```

Occupations are real numbers indexed first by spin, then by orbital. The type imposes no bounds and has no off-diagonal density-matrix elements.

```lean
/-- Occupations of a shell with `N` orbitals per spin; spin `0` is up and spin `1` is down. -/
abbrev Occupations (N : ℕ) := Fin 2 → Fin N → ℝ
```

The next three definitions are \(q\), \(M\) and \(\bar n_s\).

```lean
variable {N : ℕ}

/-- Total number of electrons in the shell. -/
def charge (n : Occupations N) : ℝ := ∑ s, ∑ m, n s m

/-- Spin moment of the shell: up electrons minus down electrons. -/
def moment (n : Occupations N) : ℝ := (∑ m, n 0 m) - (∑ m, n 1 m)

/-- Mean occupation of the orbitals with spin `s`. -/
def spinMean (n : Occupations N) (s : Fin 2) : ℝ := (∑ m, n s m) / N
```

Both corrections keep `U` and `J` separate, and \(W\) appears as `U - J`.

```lean
/-- The correction in the fully localised limit (FLL), with effective interaction `U - J`. -/
def energyFLL (U J : ℝ) (n : Occupations N) : ℝ :=
  (U - J) / 2 * ∑ s, ∑ m, n s m * (1 - n s m)

/-- The spin-resolved around-mean-field (AMF) correction, with effective interaction `U - J`. -/
def energyAMF (U J : ℝ) (n : Occupations N) : ℝ :=
  -((U - J) / 2 * ∑ s, ∑ m, (n s m - spinMean n s) ^ 2)
```

The factor \(1/4\) here fixes the convention for the Stoner parameter.

```lean
/-- Stoner exchange energy of a moment `M` with Stoner parameter `I`. -/
def stonerEnergy (I M : ℝ) : ℝ := -(I * M ^ 2 / 4)
```

The first lemma is the one-channel expansion. The case \(N=0\), a shell without orbitals, is treated separately: its sums are empty, and Lean sets division by zero to zero.

```lean
/-- In one spin channel, the summed squared deviation from the mean occupation is the sum of
squares minus the squared channel charge divided by `N`. -/
theorem sum_sq_deviation (n : Occupations N) (s : Fin 2) :
    ∑ m, (n s m - spinMean n s) ^ 2 = (∑ m, n s m ^ 2) - (∑ m, n s m) ^ 2 / N := by
  rcases Nat.eq_zero_or_pos N with rfl | hN
  · simp
  have hN' : (N : ℝ) ≠ 0 := by exact_mod_cast hN.ne'
  -- expand the square around an arbitrary reference occupation
  have h : ∀ c : ℝ, ∑ m, (n s m - c) ^ 2
      = (∑ m, n s m ^ 2) - 2 * c * (∑ m, n s m) + N * c ^ 2 := by
    intro c
    have hc : (N : ℝ) * c ^ 2 = ∑ _m : Fin N, c ^ 2 := by simp
    rw [hc, Finset.mul_sum, ← Finset.sum_sub_distrib, ← Finset.sum_add_distrib]
    exact Finset.sum_congr rfl fun m _ => by ring
  rw [h, spinMean]
  generalize (∑ m, n s m) = a
  generalize (∑ m, n s m ^ 2) = b
  field_simp
  ring
```

A reusable technique is to prove the expansion `h` for an arbitrary constant `c` and only then insert the mean. `generalize` next replaces the two remaining sums by plain variables, leaving `field_simp` and `ring` an identity in real numbers.

The gap identity needs no bounds on the occupations and no sign of \(W\). In its proof, `hf` splits the FLL sum, the previous lemma rewrites the AMF sum, and `ring` performs the cancellation.

```lean
/-- The difference of the FLL and AMF corrections depends on the occupations only through the
charge and the moment of the shell. -/
theorem energyFLL_sub_energyAMF (U J : ℝ) (n : Occupations N) :
    energyFLL U J n - energyAMF U J n
      = (U - J) / 2 * (charge n - (charge n ^ 2 + moment n ^ 2) / (2 * N)) := by
  have hf : ∀ s, ∑ m, n s m * (1 - n s m) = (∑ m, n s m) - (∑ m, n s m ^ 2) := by
    intro s
    rw [← Finset.sum_sub_distrib]
    exact Finset.sum_congr rfl fun m _ => by ring
  -- the sums of squares cancel; only the channel charges survive
  simp only [energyFLL, energyAMF, charge, moment, hf, sum_sq_deviation, Fin.sum_univ_two]
  ring
```

The main theorem adds the two signs, assuming `J ≤ U`. The bounds `hn` are used only for the FLL sign.

```lean
/-- For occupations between 0 and 1 and `J ≤ U`, the AMF correction is nonpositive, the FLL
correction is nonnegative, and their difference is a function of charge and moment. -/
theorem fll_amf_comparison {U J : ℝ} (hUJ : J ≤ U) (n : Occupations N)
    (hn : ∀ s m, 0 ≤ n s m ∧ n s m ≤ 1) :
    energyAMF U J n ≤ 0 ∧ 0 ≤ energyFLL U J n ∧
      energyFLL U J n - energyAMF U J n
        = (U - J) / 2 * (charge n - (charge n ^ 2 + moment n ^ 2) / (2 * N)) := by
  have hW : 0 ≤ (U - J) / 2 := by linarith
  refine ⟨?_, ?_, energyFLL_sub_energyAMF U J n⟩
  · exact neg_nonpos.mpr (mul_nonneg hW
      (Finset.sum_nonneg fun s _ => Finset.sum_nonneg fun m _ => sq_nonneg _))
  · exact mul_nonneg hW (Finset.sum_nonneg fun s _ => Finset.sum_nonneg fun m _ =>
      mul_nonneg (hn s m).1 (sub_nonneg.mpr (hn s m).2))
```

For the Stoner parameter, `S` is any set of configurations with charge `q`, and `E` is any remaining energy functional. The theorem is an equivalence: the total with AMF has Stoner form with parameter `I` exactly when the total with FLL has it with `I + (U - J) / N` and the stated constant shift. Whether a given functional has that form is not derived. The step `key` rewrites the gap as this constant plus a difference of Stoner energies, and each direction then follows by linear arithmetic.

```lean
/-- On configurations of fixed charge `q`, the total energy with AMF has Stoner form with
parameter `I` exactly when the total energy with FLL has Stoner form with parameter
`I + (U - J) / N` and a shifted constant; `E` is the remaining energy functional. -/
theorem stoner_parameter_shift (U J I A q : ℝ) (E : Occupations N → ℝ)
    (S : Set (Occupations N)) (hS : ∀ n ∈ S, charge n = q) :
    (∀ n ∈ S, E n + energyAMF U J n = A + stonerEnergy I (moment n)) ↔
      (∀ n ∈ S, E n + energyFLL U J n
        = A + (U - J) / 2 * (q - q ^ 2 / (2 * N))
          + stonerEnergy (I + (U - J) / N) (moment n)) := by
  -- the part of the gap that depends on the moment is itself a Stoner energy
  have key : ∀ n ∈ S, energyFLL U J n = energyAMF U J n
      + (U - J) / 2 * (q - q ^ 2 / (2 * N))
      + (stonerEnergy (I + (U - J) / N) (moment n) - stonerEnergy I (moment n)) := by
    intro n hn
    have h := energyFLL_sub_energyAMF U J n
    rw [hS n hn] at h
    unfold stonerEnergy
    linear_combination h
  constructor
  · intro h n hn
    linarith [h n hn, key n hn]
  · intro h n hn
    linarith [h n hn, key n hn]
```

At equal charge and `J < U`, a larger squared moment strictly lowers FLL relative to AMF. This compares the corrections alone and does not determine the ground state.

```lean
/-- Between two configurations of equal charge with `J < U`, the one with the larger squared
moment has the smaller FLL correction relative to AMF. -/
theorem gap_lt_of_moment_sq_lt {U J : ℝ} (hUJ : J < U) (n n' : Occupations N)
    (hq : charge n = charge n') (hM : moment n ^ 2 < moment n' ^ 2) :
    energyFLL U J n' - energyAMF U J n' < energyFLL U J n - energyAMF U J n := by
  rcases Nat.eq_zero_or_pos N with rfl | hN
  · simp [moment] at hM
  have hN' : (0 : ℝ) < 2 * N := by positivity
  rw [energyFLL_sub_energyAMF, energyFLL_sub_energyAMF, hq]
  have h : (charge n' ^ 2 + moment n ^ 2) / (2 * N)
      < (charge n' ^ 2 + moment n' ^ 2) / (2 * N) :=
    div_lt_div_of_pos_right (by linarith) hN'
  exact mul_lt_mul_of_pos_left (by linarith) (by linarith)
```

The last theorem is the bound \(WN/4\). The squares passed to `nlinarith` are the \((q-N)^2\) and \(M^2\) of the derivation.

```lean
/-- For `J ≤ U` the FLL correction exceeds the AMF correction by at most `(U - J) N / 4`. -/
theorem gap_le {U J : ℝ} (hUJ : J ≤ U) (n : Occupations N) :
    energyFLL U J n - energyAMF U J n ≤ (U - J) * N / 4 := by
  rcases Nat.eq_zero_or_pos N with rfl | hN
  · simp [energyFLL, energyAMF]
  have hN' : (0 : ℝ) < 2 * N := by positivity
  rw [energyFLL_sub_energyAMF]
  -- complete the square in the charge
  have h : charge n - N / 2 ≤ (charge n ^ 2 + moment n ^ 2) / (2 * N) := by
    rw [le_div_iff₀ hN']
    nlinarith [sq_nonneg (charge n - N), sq_nonneg (moment n)]
  have hW : 0 ≤ (U - J) / 2 := by linarith
  calc (U - J) / 2 * (charge n - (charge n ^ 2 + moment n ^ 2) / (2 * N))
      ≤ (U - J) / 2 * (N / 2) := mul_le_mul_of_nonneg_left (by linarith) hW
    _ = (U - J) * N / 4 := by ring

end

end CollinearDoubleCounting
```

```lean
#print axioms CollinearDoubleCounting.fll_amf_comparison
-- 'CollinearDoubleCounting.fll_amf_comparison' depends on axioms: [propext, Classical.choice, Quot.sound]
#print axioms CollinearDoubleCounting.stoner_parameter_shift
-- 'CollinearDoubleCounting.stoner_parameter_shift' depends on axioms: [propext, Classical.choice, Quot.sound]
#print axioms CollinearDoubleCounting.gap_lt_of_moment_sq_lt
-- 'CollinearDoubleCounting.gap_lt_of_moment_sq_lt' depends on axioms: [propext, Classical.choice, Quot.sound]
#print axioms CollinearDoubleCounting.gap_le
-- 'CollinearDoubleCounting.gap_le' depends on axioms: [propext, Classical.choice, Quot.sound]
```
